# Axis and diagonal minima of the quartic Landau free energy with cubic anisotropy

The order parameter is taken to be one real vector x with components x_i, the same everywhere in the sample. The free energy is then an ordinary function of n real numbers, and finding the equilibrium state means minimising a polynomial. Keeping n general costs little, and n = 2 gives the planar case with components x and y.

## The free energy and its coefficients

Let S be the squared amplitude and C the coupling between different components:

S = Σ_i x_i²

C = Σ_i Σ_{j≠i} x_i² x_j²

The free energy is

F = (r/2) S + (u/4) S² + (v/4) C.

The condition r < 0 says that the disordered state x = 0 is unstable, as it is below the temperature of a continuous transition. The coefficient u is the isotropic quartic stiffness. The anisotropy v expresses how the crystal lattice distinguishes directions of x that S alone treats alike.

The sum C counts each pair twice. For two components C = 2x²y², so

F = r(x² + y²)/2 + u(x² + y²)²/4 + v x²y²/2.

## Positive anisotropy: the axes

Let r < 0, u > 0 and v > 0. Since

(u/4)(S + r/u)² = (u/4) S² + (r/2) S + r²/(4u),

the free energy is

F = −r²/(4u) + (u/4)(S + r/u)² + (v/4) C.

The last two terms are non-negative, so F ≥ −r²/(4u). Equality requires S = −r/u and C = 0. The second condition makes every product x_i² x_j² with i ≠ j vanish, so at most one component is nonzero. As S > 0, exactly one is, and its square is −r/u. Conversely, every such point satisfies both conditions.

## Negative anisotropy: the diagonals

Let r < 0 and v < 0. Completing the sum in C with its missing terms j = i gives

C = S² − Σ_i x_i⁴.

Let W be the spread of the squared components about their mean S/n:

W = Σ_i (x_i² − S/n)² = Σ_i x_i⁴ − 2S²/n + S²/n = Σ_i x_i⁴ − S²/n.

Hence C = ((n − 1)/n) S² − W. With D = nu + (n − 1)v,

F = (r/2) S + (D/(4n)) S² − (v/4) W.

If D > 0, completing the square gives

F = −n r²/(4D) + (D/(4n))(S + n r/D)² + (−v/4) W.

Again the last two terms are non-negative. The minimum is −n r²/(4D), reached exactly when W = 0 and S = −n r/D, that is, when every x_i² = −r/D.

For two components D = 2u + v, so the condition is v > −2u. The minimum is −r²/(4u + 2v), at x² = −r/(2u + v) and y = ±x.

## Loss of stability

Set every component equal to √q with q > 0. Then S = nq and W = 0, so

F = n r q/2 + n D q²/4.

If r < 0 and D ≤ 0, the first term tends to −∞ as q grows and the second is never positive, so F has no lower bound. For r < 0 and v < 0, D > 0 is therefore exactly the condition for a minimum to exist. In a phase-field simulation whose uniform part is this fourth-order polynomial with r < 0 and v < 0, the sign of D can be checked before any run. For r < 0 and v > 0 the sign to check is that of u, because F = rS/2 + uS²/4 along an axis.

## One component

For n = 1 there are no pairs, so C = 0, D = u and v drops out. The axis and the diagonal are the same line, and both formulas give −r²/(4u) at x² = −r/u.

## The statement in Lean

The components are labelled by a finite type `ι`, and an order parameter is a function `x : ι → ℝ`. The definitions `ampSq`, `coupling` and `landau` are S, C and F, and `diagQuartic ι u v` is D. The assumption `Nonempty ι` means n ≥ 1. All quantities are plain real numbers without units.

In `axis_minimum` and `diagonal_minimum`, `IsLeast (Set.range (landau r u v))` says that the stated number is a value of F and that no value lies below it. The equivalence that follows identifies all minimisers. The theorem `unstable` denies that the range of F is bounded below.

In `two_component`, the vector `![x, y]` has entries x and y. For r < 0 < u, and either v > 0 or −2u < v < 0, the theorem gives the lower bound and the exact condition for equality; `landau_two` confirms that `landau` is then the planar polynomial above.

The theorems on minima and instability leave aside r ≥ 0. For r < 0 they also leave aside the isotropic case v = 0 with u > 0, and the case v > 0 with u ≤ 0 and D > 0. The model itself has no gradient terms, thermal fluctuations, coupling to strain or sixth-order terms.

```lean
import Mathlib

open Finset

namespace LandauCubicAnisotropy

noncomputable section

variable {ι : Type*} [Fintype ι]

/-- Squared amplitude of the order parameter, the sum of the squares of its components. -/
def ampSq (x : ι → ℝ) : ℝ := ∑ i, x i ^ 2

/-- The quartic combination `n u + (n - 1) v` for an order parameter with `n` components. -/
def diagQuartic (ι : Type*) [Fintype ι] (u v : ℝ) : ℝ :=
  (Fintype.card ι : ℝ) * u + ((Fintype.card ι : ℝ) - 1) * v

variable [DecidableEq ι]

/-- Biquadratic coupling: the sum of `x i ^ 2 * x j ^ 2` over ordered pairs of different
components. -/
def coupling (x : ι → ℝ) : ℝ := ∑ i, ∑ j ∈ univ.erase i, x i ^ 2 * x j ^ 2

/-- Landau free energy with quadratic coefficient `r`, isotropic quartic coefficient `u` and
cubic anisotropy `v`. -/
def landau (r u v : ℝ) (x : ι → ℝ) : ℝ :=
  r / 2 * ampSq x + u / 4 * ampSq x ^ 2 + v / 4 * coupling x

/-- The coupling is the squared square amplitude minus the sum of the fourth powers. -/
theorem coupling_eq (x : ι → ℝ) : coupling x = ampSq x ^ 2 - ∑ i, x i ^ 4 := by
  have h : ∀ i, ∑ j ∈ univ.erase i, x i ^ 2 * x j ^ 2
      = x i ^ 2 * (∑ j, x j ^ 2) - x i ^ 4 := by
    intro i
    have h1 : x i ^ 2 * x i ^ 2 + ∑ j ∈ univ.erase i, x i ^ 2 * x j ^ 2
        = ∑ j, x i ^ 2 * x j ^ 2 :=
      Finset.add_sum_erase _ (fun j => x i ^ 2 * x j ^ 2) (mem_univ i)
    rw [Finset.mul_sum, ← h1]
    ring
  unfold coupling ampSq
  rw [Finset.sum_congr rfl (fun i _ => h i), Finset.sum_sub_distrib, ← Finset.sum_mul]
  ring

/-- The coupling vanishes exactly when no two different components are both nonzero. -/
theorem coupling_eq_zero_iff (x : ι → ℝ) :
    coupling x = 0 ↔ ∀ i j, j ≠ i → x i = 0 ∨ x j = 0 := by
  unfold coupling
  constructor
  · intro h i j hij
    have hn : ∀ i ∈ (univ : Finset ι), 0 ≤ ∑ j ∈ univ.erase i, x i ^ 2 * x j ^ 2 :=
      fun i _ => Finset.sum_nonneg (fun j _ => by positivity)
    have hm : ∀ j ∈ univ.erase i, 0 ≤ x i ^ 2 * x j ^ 2 := fun j _ => by positivity
    have h1 := (Finset.sum_eq_zero_iff_of_nonneg hn).1 h i (mem_univ i)
    have h2 := (Finset.sum_eq_zero_iff_of_nonneg hm).1 h1 j
      (Finset.mem_erase.2 ⟨hij, mem_univ j⟩)
    exact (mul_eq_zero.1 h2).imp (pow_eq_zero_iff two_ne_zero).1 (pow_eq_zero_iff two_ne_zero).1
  · intro h
    refine Finset.sum_eq_zero (fun i _ => Finset.sum_eq_zero (fun j hj => ?_))
    rcases h i j (Finset.ne_of_mem_erase hj) with h | h <;> simp [h]

/-- For at least one component, `r < 0`, `u > 0` and `v > 0`, the minimum of the free energy is
`-r² / (4u)`, attained exactly when one component has square `-r / u` and all others vanish. -/
theorem axis_minimum [Nonempty ι] {r u v : ℝ} (hr : r < 0) (hu : 0 < u) (hv : 0 < v) :
    IsLeast (Set.range (landau (ι := ι) r u v)) (-(r ^ 2 / (4 * u))) ∧
    ∀ x : ι → ℝ, landau r u v x = -(r ^ 2 / (4 * u)) ↔
      ∃ i, x i ^ 2 = -r / u ∧ ∀ j, j ≠ i → x j = 0 := by
  -- complete the square in the squared amplitude
  have hF : ∀ x : ι → ℝ, landau r u v x
      = -(r ^ 2 / (4 * u)) + u / 4 * (ampSq x + r / u) ^ 2 + v / 4 * coupling x := by
    intro x
    unfold landau
    field_simp
    ring
  have hC : ∀ x : ι → ℝ, 0 ≤ v / 4 * coupling x := fun x =>
    mul_nonneg (by positivity)
      (Finset.sum_nonneg (fun i _ => Finset.sum_nonneg (fun j _ => by positivity)))
  have hQ : ∀ x : ι → ℝ, 0 ≤ u / 4 * (ampSq x + r / u) ^ 2 := fun x => by positivity
  have hS : ∀ (x : ι → ℝ) (i : ι), (∀ j, j ≠ i → x j = 0) → ampSq x = x i ^ 2 :=
    fun x i h => Finset.sum_eq_single i (fun j _ hj => by simp [h j hj]) (by simp)
  have key : ∀ x : ι → ℝ, landau r u v x = -(r ^ 2 / (4 * u)) ↔
      ∃ i, x i ^ 2 = -r / u ∧ ∀ j, j ≠ i → x j = 0 := by
    intro x
    rw [hF x]
    constructor
    · intro h
      have h1 : u / 4 * (ampSq x + r / u) ^ 2 = 0 := by linarith [hC x, hQ x]
      have h2 : v / 4 * coupling x = 0 := by linarith [hC x, hQ x]
      have h3 := (pow_eq_zero_iff two_ne_zero).1
        ((mul_eq_zero.1 h1).resolve_left (by positivity))
      have h4 := (mul_eq_zero.1 h2).resolve_left (by positivity)
      have hneg : r / u < 0 := div_neg_of_neg_of_pos hr hu
      obtain ⟨i, hi⟩ : ∃ i, x i ≠ 0 := by
        by_contra! hx
        have h0 : ampSq x = 0 := by simp [ampSq, hx]
        linarith
      have hz : ∀ j, j ≠ i → x j = 0 := fun j hj =>
        ((coupling_eq_zero_iff x).1 h4 i j hj).resolve_left hi
      refine ⟨i, ?_, hz⟩
      rw [← hS x i hz, neg_div]
      linarith
    · rintro ⟨i, hi, hz⟩
      have h0 : coupling x = 0 := (coupling_eq_zero_iff x).2 (fun k j hjk => by
        by_cases hk : k = i
        · exact Or.inr (hz j (hk ▸ hjk))
        · exact Or.inl (hz k hk))
      rw [h0, hS x i hz, hi]
      ring
  refine ⟨⟨?_, ?_⟩, key⟩
  · obtain ⟨i⟩ := ‹Nonempty ι›
    have hp : 0 < -r / u := div_pos (neg_pos.2 hr) hu
    exact ⟨Pi.single i (√(-r / u)), (key _).2 ⟨i,
      by rw [Pi.single_eq_same, Real.sq_sqrt hp.le], fun j hj => Pi.single_eq_of_ne hj _⟩⟩
  · rintro _ ⟨x, rfl⟩
    rw [hF x]
    linarith [hC x, hQ x]

/-- The free energy as a function of the squared amplitude and of the spread of the squared
components about their mean. -/
theorem landau_eq_spread [Nonempty ι] (r u v : ℝ) (x : ι → ℝ) :
    landau r u v x = r / 2 * ampSq x
      + diagQuartic ι u v / (4 * (Fintype.card ι : ℝ)) * ampSq x ^ 2
      - v / 4 * ∑ i, (x i ^ 2 - ampSq x / (Fintype.card ι : ℝ)) ^ 2 := by
  have hn : (Fintype.card ι : ℝ) ≠ 0 := Nat.cast_ne_zero.2 Fintype.card_ne_zero
  have hW : ∀ m : ℝ, ∑ i, (x i ^ 2 - m) ^ 2
      = ∑ i, x i ^ 4 - 2 * m * ampSq x + (Fintype.card ι : ℝ) * m ^ 2 := by
    intro m
    have h : ∀ i, (x i ^ 2 - m) ^ 2 = x i ^ 4 - 2 * m * x i ^ 2 + m ^ 2 := fun i => by ring
    simp only [h, ampSq, Finset.sum_add_distrib, Finset.sum_sub_distrib, ← Finset.mul_sum,
      Finset.sum_const, Finset.card_univ, nsmul_eq_mul]
  rw [hW]
  unfold landau diagQuartic
  rw [coupling_eq]
  field_simp
  ring

/-- For `r < 0`, `v < 0` and `D = n u + (n - 1) v > 0` the minimum of the free energy is
`-n r² / (4D)`, attained exactly when every component has square `-r / D`. -/
theorem diagonal_minimum [Nonempty ι] {r u v : ℝ} (hr : r < 0) (hv : v < 0)
    (hD : 0 < diagQuartic ι u v) :
    IsLeast (Set.range (landau (ι := ι) r u v))
      (-((Fintype.card ι : ℝ) * r ^ 2 / (4 * diagQuartic ι u v))) ∧
    ∀ x : ι → ℝ, landau r u v x = -((Fintype.card ι : ℝ) * r ^ 2 / (4 * diagQuartic ι u v)) ↔
      ∀ i, x i ^ 2 = -r / diagQuartic ι u v := by
  have hF := landau_eq_spread (ι := ι) r u v
  have hn : (0 : ℝ) < Fintype.card ι := Nat.cast_pos.2 Fintype.card_pos
  generalize diagQuartic ι u v = D at *
  generalize hN : (Fintype.card ι : ℝ) = n at *
  -- complete the square in the squared amplitude
  have hG : ∀ x : ι → ℝ, landau r u v x = -(n * r ^ 2 / (4 * D))
      + D / (4 * n) * (ampSq x + n * r / D) ^ 2
      + -v / 4 * ∑ i, (x i ^ 2 - ampSq x / n) ^ 2 := by
    intro x
    rw [hF x]
    field_simp
    ring
  have hQ : ∀ x : ι → ℝ, 0 ≤ D / (4 * n) * (ampSq x + n * r / D) ^ 2 :=
    fun x => by positivity
  have hW : ∀ x : ι → ℝ, 0 ≤ -v / 4 * ∑ i, (x i ^ 2 - ampSq x / n) ^ 2 := fun x =>
    mul_nonneg (by linarith) (Finset.sum_nonneg (fun i _ => sq_nonneg _))
  have key : ∀ x : ι → ℝ, landau r u v x = -(n * r ^ 2 / (4 * D)) ↔
      ∀ i, x i ^ 2 = -r / D := by
    intro x
    rw [hG x]
    constructor
    · intro h i
      have h1 : D / (4 * n) * (ampSq x + n * r / D) ^ 2 = 0 := by linarith [hQ x, hW x]
      have h2 : -v / 4 * ∑ i, (x i ^ 2 - ampSq x / n) ^ 2 = 0 := by linarith [hQ x, hW x]
      have h3 := (pow_eq_zero_iff two_ne_zero).1
        ((mul_eq_zero.1 h1).resolve_left (by positivity))
      have hv4 : -v / 4 ≠ 0 := (by linarith : 0 < -v / 4).ne'
      have hs : ∀ i ∈ (univ : Finset ι), 0 ≤ (x i ^ 2 - ampSq x / n) ^ 2 :=
        fun i _ => sq_nonneg _
      have h4 := (pow_eq_zero_iff two_ne_zero).1 ((Finset.sum_eq_zero_iff_of_nonneg hs).1
        ((mul_eq_zero.1 h2).resolve_left hv4) i (mem_univ i))
      have h5 : ampSq x = n * (-r / D) := by
        have h6 : n * (-r / D) = -(n * r / D) := by ring
        linarith
      rw [h5, mul_div_cancel_left₀ _ hn.ne'] at h4
      linarith
    · intro hx
      have hS : ampSq x = n * (-r / D) := by
        unfold ampSq
        rw [Finset.sum_congr rfl (fun i _ => hx i), Finset.sum_const, Finset.card_univ,
          nsmul_eq_mul, hN]
      have h0 : ∑ i, (x i ^ 2 - ampSq x / n) ^ 2 = 0 := Finset.sum_eq_zero (fun i _ => by
        rw [hx i, hS, mul_div_cancel_left₀ _ hn.ne']
        ring)
      rw [h0, hS]
      ring
  refine ⟨⟨?_, ?_⟩, key⟩
  · have hp : 0 < -r / D := div_pos (neg_pos.2 hr) hD
    exact ⟨fun _ => √(-r / D), (key _).2 (fun _ => Real.sq_sqrt hp.le)⟩
  · rintro _ ⟨x, rfl⟩
    rw [hG x]
    linarith [hQ x, hW x]

/-- For `n ≥ 1` components, `r < 0` and `n u + (n - 1) v ≤ 0`, the free energy is unbounded below.
-/
theorem unstable [Nonempty ι] {r u v : ℝ} (hr : r < 0) (hD : diagQuartic ι u v ≤ 0) :
    ¬ BddBelow (Set.range (landau (ι := ι) r u v)) := by
  rintro ⟨b, hb⟩
  have hn : (0 : ℝ) < Fintype.card ι := Nat.cast_pos.2 Fintype.card_pos
  have hneg : (Fintype.card ι : ℝ) * (r / 2) < 0 := mul_neg_of_pos_of_neg hn (by linarith)
  -- a uniform order parameter, large enough to pass below the supposed bound
  obtain ⟨q, hq, h2⟩ : ∃ q : ℝ, 0 < q ∧ (Fintype.card ι : ℝ) * (r / 2) * q = -(|b| + 1) :=
    ⟨-(|b| + 1) / ((Fintype.card ι : ℝ) * (r / 2)),
      div_pos_of_neg_of_neg (by linarith [abs_nonneg b]) hneg,
      by rw [← mul_div_assoc, mul_div_cancel_left₀ _ hneg.ne]⟩
  have hU : landau r u v (fun _ : ι => √q) = (Fintype.card ι : ℝ) * (r / 2) * (√q) ^ 2
      + (Fintype.card ι : ℝ) * (diagQuartic ι u v / 4 * ((√q) ^ 2) ^ 2) := by
    simp only [landau, coupling_eq, ampSq, diagQuartic, Finset.sum_const, Finset.card_univ,
      nsmul_eq_mul]
    ring
  have h1 : b ≤ landau r u v (fun _ : ι => √q) := hb (Set.mem_range_self _)
  rw [hU, Real.sq_sqrt hq.le, h2] at h1
  have h3 : 0 ≤ (Fintype.card ι : ℝ) * (-diagQuartic ι u v / 4 * q ^ 2) :=
    mul_nonneg hn.le (mul_nonneg (by linarith) (sq_nonneg q))
  linarith [neg_abs_le b]

/-- The free energy of a two-component order parameter `(x, y)` written out. -/
theorem landau_two (r u v x y : ℝ) : landau r u v ![x, y]
    = r * (x ^ 2 + y ^ 2) / 2 + u * (x ^ 2 + y ^ 2) ^ 2 / 4 + v * x ^ 2 * y ^ 2 / 2 := by
  simp only [landau, coupling_eq, ampSq, Fin.sum_univ_two, Matrix.cons_val_zero,
    Matrix.cons_val_one]
  ring

/-- Two components, `r < 0 < u`: for `v > 0` the free energy is at least `-r² / (4u)`, with
equality only at four points on the axes; for `-2u < v < 0` it is at least `-r² / (4u + 2v)`,
with equality only at four points on the diagonals. -/
theorem two_component {r u v : ℝ} (hr : r < 0) (hu : 0 < u) :
    (0 < v → ∀ x y : ℝ, -(r ^ 2 / (4 * u)) ≤ landau r u v ![x, y] ∧
      (landau r u v ![x, y] = -(r ^ 2 / (4 * u)) ↔
        (x ^ 2 = -r / u ∧ y = 0) ∨ (y ^ 2 = -r / u ∧ x = 0))) ∧
    (-2 * u < v → v < 0 → ∀ x y : ℝ,
      -(r ^ 2 / (4 * u + 2 * v)) ≤ landau r u v ![x, y] ∧
      (landau r u v ![x, y] = -(r ^ 2 / (4 * u + 2 * v)) ↔
        x ^ 2 = -r / (2 * u + v) ∧ (y = x ∨ y = -x))) := by
  constructor
  · intro hv x y
    obtain ⟨hl, he⟩ := axis_minimum (ι := Fin 2) hr hu hv
    refine ⟨hl.2 (Set.mem_range_self _), ?_⟩
    rw [he, Fin.exists_fin_two]
    simp [Fin.forall_fin_two]
  · intro huv hv x y
    have hD : diagQuartic (Fin 2) u v = 2 * u + v := by
      simp only [diagQuartic, Fintype.card_fin]
      push_cast
      ring
    have hp : 0 < 2 * u + v := by linarith
    have hm : (Fintype.card (Fin 2) : ℝ) * r ^ 2 / (4 * diagQuartic (Fin 2) u v)
        = r ^ 2 / (4 * u + 2 * v) := by
      rw [hD, Fintype.card_fin, div_eq_div_iff (by positivity)
        (by linarith : 0 < 4 * u + 2 * v).ne']
      push_cast
      ring
    obtain ⟨hl, he⟩ := diagonal_minimum (ι := Fin 2) hr hv (hD ▸ hp)
    rw [hm] at hl he
    rw [hD] at he
    refine ⟨hl.2 (Set.mem_range_self _), ?_⟩
    rw [he, Fin.forall_fin_two, ← sq_eq_sq_iff_eq_or_eq_neg]
    change x ^ 2 = _ ∧ y ^ 2 = _ ↔ _
    exact ⟨fun h => ⟨h.1, h.2.trans h.1.symm⟩, fun h => ⟨h.1, h.2.trans h.1⟩⟩

end

end LandauCubicAnisotropy
```

```lean
#print axioms LandauCubicAnisotropy.diagonal_minimum
-- 'LandauCubicAnisotropy.diagonal_minimum' depends on axioms: [propext, Classical.choice, Quot.sound]
#print axioms LandauCubicAnisotropy.unstable
-- 'LandauCubicAnisotropy.unstable' depends on axioms: [propext, Classical.choice, Quot.sound]
#print axioms LandauCubicAnisotropy.landau_two
-- 'LandauCubicAnisotropy.landau_two' depends on axioms: [propext, Classical.choice, Quot.sound]
#print axioms LandauCubicAnisotropy.two_component
-- 'LandauCubicAnisotropy.two_component' depends on axioms: [propext, Classical.choice, Quot.sound]
```

## From the squares to the proof

**The coupling.** `coupling_eq` restores the terms j = i with `Finset.add_sum_erase` and obtains C = S² − Σ_i x_i⁴. `coupling_eq_zero_iff` uses the fact that a sum of non-negative terms vanishes only if each term does.

**The axes.** In `axis_minimum`, `hF` is the completed square, and `hC` and `hQ` are the signs of its two remainders. Inside `key`, `linarith` concludes from equality that both remainders vanish. The proof then finds a nonzero component, since otherwise S would be zero, and `coupling_eq_zero_iff` makes the others vanish. The minimum is attained at `Pi.single i (√(-r / u))`, which has a single nonzero entry.

**The diagonals.** `landau_eq_spread` rewrites F in terms of S and W; its step `hW` expands the spread about an arbitrary number m before the mean is inserted. `diagonal_minimum` then replaces D by a plain positive variable, because only its sign matters from there on, and completes the square in `hG`. The hypothesis v < 0 makes the spread term non-negative. The constant vector with entries `√(-r / D)` attains the minimum.

**The instability.** `unstable` supposes that b is a lower bound and chooses q so that n r q/2 = −(|b| + 1). The quartic term can only lower F further, so F < b at the uniform vector, a contradiction.

**Two components.** `two_component` applies the two general theorems to `Fin 2` and simplifies D to 2u + v. On the diagonals, `sq_eq_sq_iff_eq_or_eq_neg` translates y² = x² into y = x or y = −x.
